# Two-sided bounds on the spin-scaled power law $n^p$, $p>1$, for $M$ fermion flavours

## Flavour densities and the scaling rule

Consider $M$ fermion flavours labelled by $i$, with number densities $n_i \ge 0$ at one point of space. In Lean the labels form a finite type `ι`, $M$ is `Fintype.card ι`, and the densities are a function `n : ι → ℝ`. Non-negativity is the hypothesis `hn : ∀ i, 0 ≤ n i`. Powers with a real exponent $p$ are Mathlib's `Real.rpow`.

```lean
import Mathlib

open Finset

namespace FlavourSpinScaling

noncomputable section

variable {ι : Type*} [Fintype ι]
```

The total density is $n = \sum_i n_i$, written `total n`. In the formulas below an unsubscripted $n$ always means this number.

```lean
/-- Total density: the sum of the densities of all flavours. -/
def total (n : ι → ℝ) : ℝ := ∑ i, n i
```

Suppose the energy density is a sum of identical one-flavour terms, $e = \sum_i g(n_i)$, as holds in a local-density approximation, for flavours of equal mass and charge, both for the non-interacting kinetic energy and for exchange between like flavours. Let $f(x)$ be the energy density when a total density $x$ is shared equally among the flavours, so $f(x) = M g(x/M)$. Solving gives $g(y) = f(My)/M$, and therefore
$$e = \frac1M \sum_i f(M n_i).$$
The file takes this rule as the definition `flavourScaled f n`; additivity over flavours is assumed, not derived, and it does not hold for correlation energies. Everything is pointwise: there is no spatial integral, no gradient dependence and no prefactor in front of the power law.

```lean
/-- Spin scaling for `M` flavours of a local energy density `f`: `(1/M) ∑ᵢ f(M nᵢ)`. -/
def flavourScaled (f : ℝ → ℝ) (n : ι → ℝ) : ℝ :=
  ∑ i, (Fintype.card ι : ℝ)⁻¹ * f (Fintype.card ι * n i)
```

## Mean of the scaled densities

The scaled densities $Mn_i$, averaged with weights $1/M$, return the total: $\sum_i \frac1M (M n_i) = \sum_i n_i = n$. The assumption `[Nonempty ι]` says $M \ge 1$, which is what allows $1/M$ to cancel $M$ term by term.

```lean
/-- The average over flavours of the scaled densities `M nᵢ` is the total density. -/
theorem mean_scaled [Nonempty ι] (n : ι → ℝ) :
    ∑ i, (Fintype.card ι : ℝ)⁻¹ • ((Fintype.card ι : ℝ) * n i) = total n := by
  have hM : (0 : ℝ) < Fintype.card ι := by exact_mod_cast Fintype.card_pos
  unfold total
  refine Finset.sum_congr rfl fun i _ => ?_
  rw [smul_eq_mul, inv_mul_cancel_left₀ hM.ne']
```

## The power law

For $f(x) = x^p$, the factorisation $(Mn_i)^p = M^p n_i^p$ of a product of non-negative numbers and $M^p/M = M^{p-1}$ give
$$e = M^{p-1} \sum_i n_i^p .$$
These are the rewrites `Real.mul_rpow` and `Real.rpow_sub_one`. The lemma holds for every real $p$; for $p<0$ and a vanishing density it rests on Lean's convention $0^p = 0$, a case that never arises once $p>1$.

```lean
/-- For the power law `f(x) = x^p` the scaled energy density is `M^(p-1) ∑ᵢ nᵢ^p`. -/
theorem flavourScaled_rpow [Nonempty ι] {n : ι → ℝ} (hn : ∀ i, 0 ≤ n i) (p : ℝ) :
    flavourScaled (fun x => x ^ p) n = (Fintype.card ι : ℝ) ^ (p - 1) * ∑ i, n i ^ p := by
  have hM : (0 : ℝ) < Fintype.card ι := by exact_mod_cast Fintype.card_pos
  unfold flavourScaled
  rw [Finset.mul_sum]
  refine Finset.sum_congr rfl fun i _ => ?_
  show (Fintype.card ι : ℝ)⁻¹ * ((Fintype.card ι : ℝ) * n i) ^ p
    = (Fintype.card ι : ℝ) ^ (p - 1) * n i ^ p
  rw [Real.mul_rpow hM.le (hn i), Real.rpow_sub_one hM.ne', div_eq_mul_inv]
  ring
```

## Lower bound from convexity

If $f$ is convex on $[0,\infty)$, Jensen's inequality with weights $1/M$ at the points $Mn_i \ge 0$ reads
$$f(n) = f\Big(\sum_i \tfrac1M\, M n_i\Big) \le \sum_i \tfrac1M f(M n_i) = e .$$
Since $f(n)$ is the energy density of the equally populated state, equal sharing minimises $e$ at fixed total. The proof rewrites `total n` as the mean and applies `hf.map_sum_le`, with `hw` recording that the weights sum to one.

```lean
/-- For `f` convex on nonnegative densities, the scaled energy density is at least
`f` of the total density. -/
theorem le_flavourScaled [Nonempty ι] {f : ℝ → ℝ} (hf : ConvexOn ℝ (Set.Ici 0) f)
    {n : ι → ℝ} (hn : ∀ i, 0 ≤ n i) : f (total n) ≤ flavourScaled f n := by
  have hM : (0 : ℝ) < Fintype.card ι := by exact_mod_cast Fintype.card_pos
  have hw : ∑ _i : ι, (Fintype.card ι : ℝ)⁻¹ = 1 := by
    rw [Finset.sum_const, Finset.card_univ, nsmul_eq_mul]
    exact mul_inv_cancel₀ hM.ne'
  -- Jensen's inequality with equal weights 1/M
  rw [← mean_scaled n]
  exact hf.map_sum_le (t := univ) (w := fun _ => (Fintype.card ι : ℝ)⁻¹)
    (p := fun i => (Fintype.card ι : ℝ) * n i) (fun _ _ => (inv_pos.2 hM).le) hw
    (fun i _ => mul_nonneg hM.le (hn i))
```

For strictly convex $f$ and positive weights, Jensen's inequality is an equality exactly when every point equals the mean, $M n_j = n$ for all $j$. If this holds, $Mn_i = Mn_j$ and cancelling $M$ gives $n_i = n_j$. Conversely, if all densities equal $n_j$, then $n = \sum_i n_j = M n_j$. The two branches after `constructor` are these two directions, and `hf.map_sum_eq_iff` supplies the equality case.

```lean
/-- For `f` strictly convex on nonnegative densities, the scaled energy density equals
`f` of the total density exactly when all flavours have the same density. -/
theorem eq_flavourScaled_iff [Nonempty ι] {f : ℝ → ℝ} (hf : StrictConvexOn ℝ (Set.Ici 0) f)
    {n : ι → ℝ} (hn : ∀ i, 0 ≤ n i) :
    f (total n) = flavourScaled f n ↔ ∀ i j, n i = n j := by
  have hM : (0 : ℝ) < Fintype.card ι := by exact_mod_cast Fintype.card_pos
  have hw : ∑ _i : ι, (Fintype.card ι : ℝ)⁻¹ = 1 := by
    rw [Finset.sum_const, Finset.card_univ, nsmul_eq_mul]
    exact mul_inv_cancel₀ hM.ne'
  -- equality case of Jensen: every M nⱼ equals the mean
  have h : f (∑ i, (Fintype.card ι : ℝ)⁻¹ • ((Fintype.card ι : ℝ) * n i))
        = ∑ i, (Fintype.card ι : ℝ)⁻¹ • f ((Fintype.card ι : ℝ) * n i) ↔
      ∀ j ∈ (univ : Finset ι), (Fintype.card ι : ℝ) * n j
        = ∑ i, (Fintype.card ι : ℝ)⁻¹ • ((Fintype.card ι : ℝ) * n i) :=
    hf.map_sum_eq_iff (t := univ) (w := fun _ => (Fintype.card ι : ℝ)⁻¹)
      (p := fun i => (Fintype.card ι : ℝ) * n i) (fun _ _ => inv_pos.2 hM) hw
      (fun i _ => mul_nonneg hM.le (hn i))
  rw [mean_scaled n] at h
  refine (show f (total n) = flavourScaled f n ↔ _ from h).trans ?_
  constructor
  · intro h i j
    exact mul_left_cancel₀ hM.ne' ((h i (mem_univ _)).trans (h j (mem_univ _)).symm)
  · intro h j _
    have hs : ∑ i, n i = ∑ _i : ι, n j := Finset.sum_congr rfl fun i _ => h i j
    unfold total
    rw [hs, Finset.sum_const, Finset.card_univ, nsmul_eq_mul]
```

## Upper bound from a gap identity

For $x \ge 0$ and $p \ge 1$ one has $x^p = x\,x^{p-1}$, which is `key` in the proof. Applying it to $n$ and to each $n_i$, and writing the prefactor $n$ as $\sum_i n_i$,
$$n^p - \sum_i n_i^p = \sum_i n_i\, n^{p-1} - \sum_i n_i\, n_i^{p-1} = \sum_i n_i \big(n^{p-1} - n_i^{p-1}\big).$$

```lean
/-- For `p ≥ 1` the gap `n^p - ∑ᵢ nᵢ^p` equals `∑ᵢ nᵢ (n^(p-1) - nᵢ^(p-1))`. -/
theorem gap_identity {n : ι → ℝ} (hn : ∀ i, 0 ≤ n i) {p : ℝ} (hp : 1 ≤ p) :
    total n ^ p - ∑ i, n i ^ p = ∑ i, n i * (total n ^ (p - 1) - n i ^ (p - 1)) := by
  have key : ∀ x : ℝ, 0 ≤ x → x ^ p = x * x ^ (p - 1) := by
    intro x hx
    have h := Real.rpow_add' hx (show (1 : ℝ) + (p - 1) ≠ 0 by intro h; linarith)
    rw [Real.rpow_one x, show (1 : ℝ) + (p - 1) = p by ring] at h
    exact h
  have ht : 0 ≤ total n := Finset.sum_nonneg fun i _ => hn i
  have h2 : ∑ i, n i ^ p = ∑ i, n i * n i ^ (p - 1) :=
    Finset.sum_congr rfl fun i _ => key _ (hn i)
  calc total n ^ p - ∑ i, n i ^ p
      = total n * total n ^ (p - 1) - ∑ i, n i * n i ^ (p - 1) := by rw [key _ ht, h2]
    _ = (∑ i, n i) * total n ^ (p - 1) - ∑ i, n i * n i ^ (p - 1) := rfl
    _ = _ := by
      rw [Finset.sum_mul, ← Finset.sum_sub_distrib]
      exact Finset.sum_congr rfl fun i _ => by ring
```

Each $n_i$ is one term of a sum of non-negative numbers, so $n_i \le n$ (`hle`). Because $p - 1 \ge 0$, the map $x \mapsto x^{p-1}$ is non-decreasing, every term on the right is non-negative, and $\sum_i n_i^p \le n^p$.

```lean
/-- For nonnegative densities with total `n` and `p ≥ 1`, the sum `∑ᵢ nᵢ^p` is at most `n^p`. -/
theorem sum_rpow_le {n : ι → ℝ} (hn : ∀ i, 0 ≤ n i) {p : ℝ} (hp : 1 ≤ p) :
    ∑ i, n i ^ p ≤ total n ^ p := by
  have hle : ∀ i, n i ≤ total n := fun i =>
    Finset.single_le_sum (fun j _ => hn j) (mem_univ i)
  rw [← sub_nonneg, gap_identity hn hp]
  exact Finset.sum_nonneg fun i _ => mul_nonneg (hn i)
    (sub_nonneg.2 (Real.rpow_le_rpow (hn i) (hle i) (by linarith)))
```

Now let $p > 1$ and $n > 0$. If the gap vanishes, each non-negative term vanishes separately (`h0`). For an occupied flavour, $n_i \ne 0$, this forces $n_i^{p-1} = n^{p-1}$; since $x^{p-1}$ is strictly increasing, $n_i < n$ is impossible and $n_i = n$ (`hfull`). Some flavour is occupied because $n \neq 0$. Two different occupied flavours $i, j$ would give $2n = n_i + n_j \le n$, contradicting $n > 0$. Conversely, if only flavour $i$ is occupied, then $n = n_i$ and all other terms are $0^p = 0$, so both sides equal $n_i^p$. "Exactly one" is written `∃! i, n i ≠ 0`.

```lean
/-- For `p > 1` and positive total density, `∑ᵢ nᵢ^p = n^p` holds exactly when one and
only one flavour has nonzero density. -/
theorem sum_rpow_eq_iff {n : ι → ℝ} (hn : ∀ i, 0 ≤ n i) (ht : 0 < total n) {p : ℝ}
    (hp : 1 < p) : ∑ i, n i ^ p = total n ^ p ↔ ∃! i, n i ≠ 0 := by
  classical
  have hle : ∀ i, n i ≤ total n := fun i =>
    Finset.single_le_sum (fun j _ => hn j) (mem_univ i)
  constructor
  · intro h
    have hz : ∑ i, n i * (total n ^ (p - 1) - n i ^ (p - 1)) = 0 := by
      rw [← gap_identity hn hp.le, h, sub_self]
    have hterm : ∀ i ∈ (univ : Finset ι), 0 ≤ n i * (total n ^ (p - 1) - n i ^ (p - 1)) :=
      fun i _ => mul_nonneg (hn i)
        (sub_nonneg.2 (Real.rpow_le_rpow (hn i) (hle i) (by linarith)))
    have h0 := (Finset.sum_eq_zero_iff_of_nonneg hterm).1 hz
    -- an occupied flavour must carry the whole density
    have hfull : ∀ i, n i ≠ 0 → n i = total n := by
      intro i hi
      by_contra hne
      have hlt := Real.rpow_lt_rpow (hn i) (lt_of_le_of_ne (hle i) hne)
        (by linarith : 0 < p - 1)
      rcases mul_eq_zero.1 (h0 i (mem_univ i)) with h1 | h1
      · exact hi h1
      · linarith
    obtain ⟨i, -, hi⟩ := Finset.exists_ne_zero_of_sum_ne_zero (show ∑ i, n i ≠ 0 from ht.ne')
    refine ⟨i, hi, fun j hj => ?_⟩
    by_contra hne
    -- two occupied flavours would carry twice the total
    have h1 : ∑ k ∈ ({j, i} : Finset ι), n k ≤ total n :=
      Finset.sum_le_sum_of_subset_of_nonneg (subset_univ _) (fun k _ _ => hn k)
    rw [Finset.sum_pair hne] at h1
    linarith [hfull i hi, hfull j hj]
  · rintro ⟨i, -, hu⟩
    have hz : ∀ j, j ≠ i → n j = 0 := fun j hj => by_contra fun h => hj (hu j h)
    have h1 : total n = n i :=
      Finset.sum_eq_single i (fun j _ hj => hz j hj) (fun h => absurd (mem_univ i) h)
    rw [h1]
    refine Finset.sum_eq_single (f := fun j => n j ^ p) i (fun j _ hj => ?_)
      (fun h => absurd (mem_univ i) h)
    show n j ^ p = 0
    rw [hz j hj, Real.zero_rpow (by intro h; linarith)]
```

## Both bounds with their equality cases

The theorem `spin_scaling_bounds` assumes $n_i \ge 0$, $n > 0$ (`ht`) and $p > 1$ (`hp`), and states four things:
$$n^p \le M^{p-1}\sum_i n_i^p, \qquad M^{p-1}\sum_i n_i^p \le M^{p-1} n^p,$$
equality in the first exactly when `∀ i j, n i = n j`, and equality in the second exactly when one and only one $n_i$ is nonzero. It does not assume $M \ge 2$. A positive total already implies that some flavour exists, and for $M = 1$ all three quantities equal $n^p$ while both conditions hold. The left statements come from the two Jensen lemmas applied to $x^p$, which is strictly convex on $[0,\infty)$ for $p>1$ (`strictConvexOn_rpow`), after rewriting with `hE`. The right statements are the gap results multiplied by, or cancelled by, the positive factor $M^{p-1}$.

```lean
/-- For nonnegative flavour densities with total `n > 0` and `p > 1`:
`n^p ≤ M^(p-1) ∑ᵢ nᵢ^p ≤ M^(p-1) n^p`, with equality on the left iff all densities are
equal and on the right iff exactly one is nonzero. -/
theorem spin_scaling_bounds {n : ι → ℝ} (hn : ∀ i, 0 ≤ n i) (ht : 0 < total n) {p : ℝ}
    (hp : 1 < p) :
    total n ^ p ≤ (Fintype.card ι : ℝ) ^ (p - 1) * ∑ i, n i ^ p ∧
    (Fintype.card ι : ℝ) ^ (p - 1) * ∑ i, n i ^ p
      ≤ (Fintype.card ι : ℝ) ^ (p - 1) * total n ^ p ∧
    (total n ^ p = (Fintype.card ι : ℝ) ^ (p - 1) * ∑ i, n i ^ p ↔ ∀ i j, n i = n j) ∧
    ((Fintype.card ι : ℝ) ^ (p - 1) * ∑ i, n i ^ p
      = (Fintype.card ι : ℝ) ^ (p - 1) * total n ^ p ↔ ∃! i, n i ≠ 0) := by
  obtain ⟨i, -, -⟩ := Finset.exists_ne_zero_of_sum_ne_zero (show ∑ i, n i ≠ 0 from ht.ne')
  have : Nonempty ι := ⟨i⟩
  have hM : (0 : ℝ) < Fintype.card ι := by exact_mod_cast Fintype.card_pos
  have hE := flavourScaled_rpow hn p
  have hc := strictConvexOn_rpow hp
  have hP : 0 < (Fintype.card ι : ℝ) ^ (p - 1) := Real.rpow_pos_of_pos hM _
  refine ⟨?_, ?_, ?_, ?_⟩
  · rw [← hE]
    exact le_flavourScaled hc.convexOn hn
  · exact mul_le_mul_of_nonneg_left (sum_rpow_le hn hp.le) hP.le
  · rw [← hE]
    exact eq_flavourScaled_iff hc hn
  · rw [mul_right_inj' hP.ne']
    exact sum_rpow_eq_iff hn ht hp
```

With $M \ge 2$, $n > 0$ and $p > 1$ one has $M^{p-1} > 1$, so $n^p < M^{p-1} n^p$ and the interval has nonzero width. Equal densities sit at the lower end and hence strictly below the upper one; a single occupied flavour sits at the upper end and hence strictly above the lower one.

```lean
/-- For `M ≥ 2`, nonnegative densities with total `n > 0` and `p > 1`, the two bounds differ: equal
densities lie strictly below the upper bound, and a single occupied flavour lies strictly above the
lower bound. -/
theorem bounds_distinct (hM : 2 ≤ Fintype.card ι) {n : ι → ℝ} (hn : ∀ i, 0 ≤ n i)
    (ht : 0 < total n) {p : ℝ} (hp : 1 < p) :
    total n ^ p < (Fintype.card ι : ℝ) ^ (p - 1) * total n ^ p ∧
    ((∀ i j, n i = n j) → (Fintype.card ι : ℝ) ^ (p - 1) * ∑ i, n i ^ p
      < (Fintype.card ι : ℝ) ^ (p - 1) * total n ^ p) ∧
    ((∃! i, n i ≠ 0) → total n ^ p < (Fintype.card ι : ℝ) ^ (p - 1) * ∑ i, n i ^ p) := by
  obtain ⟨-, -, h3, h4⟩ := spin_scaling_bounds hn ht hp
  have hM' : (2 : ℝ) ≤ Fintype.card ι := by exact_mod_cast hM
  have h1 : 1 < (Fintype.card ι : ℝ) ^ (p - 1) := Real.one_lt_rpow (by linarith) (by linarith)
  have hw : total n ^ p < (Fintype.card ι : ℝ) ^ (p - 1) * total n ^ p := by
    nlinarith [mul_pos (sub_pos.2 h1) (Real.rpow_pos_of_pos ht p)]
  exact ⟨hw, fun h => by linarith [h3.2 h], fun h => by linarith [h4.2 h]⟩
```

## Where the hypotheses on $p$, $n$ and $n_i$ are needed

The examples that follow are plain arithmetic for $M=2$ with flavours $0$ and $1$, not statements in the file. At $p = 1$ and $(n_0, n_1) = (1, 2)$ all three quantities equal $3$, although the densities differ and both are nonzero, so both equality criteria fail. At $n_0 = n_1 = 0$ the upper bound is the equality $0 = 0$ with no flavour occupied. With a negative entry (not a physical density, used only to test `hn`), $(n_0, n_1) = (2, -1)$ and $p = 2$, the middle quantity is $2 \cdot 5 = 10$ while the upper bound is $2 \cdot 1 = 2$.

## Two spins and the polarisation factor

For electrons $M = 2$. With total density $\rho \ge 0$ and polarisation $-1 \le \zeta \le 1$, set $n_0 = \rho(1+\zeta)/2$ for spin up and $n_1 = \rho(1-\zeta)/2$ for spin down, the entries of the vector `![ρ * (1 + ζ) / 2, ρ * (1 - ζ) / 2]`. Then $2n_0 = \rho(1+\zeta)$, $2n_1 = \rho(1-\zeta)$, and
$$e = \tfrac12\big[\rho^p(1+\zeta)^p + \rho^p(1-\zeta)^p\big] = \rho^p\,\frac{(1+\zeta)^p + (1-\zeta)^p}{2}.$$
The range of $\zeta$ keeps both factors $1 \pm \zeta$ non-negative, as `Real.mul_rpow` requires. For $p>1$ the formula gives $\rho^p$ at $\zeta = 0$ and $2^{p-1}\rho^p$ at $\zeta = \pm1$, the two ends of the interval above. For purely local, flavour-additive terms in three dimensions, such as the Thomas–Fermi kinetic energy density ($p = 5/3$) and local exchange ($p = 4/3$, with a negative prefactor, so the bounds apply to its magnitude), this fixes the range over which population imbalance can change the energy density at a given total density.

```lean
/-- For two spin densities `ρ(1 ± ζ)/2` with polarisation `-1 ≤ ζ ≤ 1`, the scaled power law
is `ρ^p [(1+ζ)^p + (1-ζ)^p]/2`. -/
theorem two_spin_polarisation {ρ ζ : ℝ} (hρ : 0 ≤ ρ) (h1 : -1 ≤ ζ) (h2 : ζ ≤ 1) (p : ℝ) :
    flavourScaled (fun x => x ^ p) ![ρ * (1 + ζ) / 2, ρ * (1 - ζ) / 2]
      = ρ ^ p * (((1 + ζ) ^ p + (1 - ζ) ^ p) / 2) := by
  unfold flavourScaled
  rw [Fin.sum_univ_two]
  simp only [Fintype.card_fin, Matrix.cons_val_zero, Matrix.cons_val_one,
    Matrix.cons_val_fin_one]
  have hc : (((Nat.succ 0).succ : ℕ) : ℝ) = 2 := by norm_num
  rw [hc, show (2 : ℝ) * (ρ * (1 + ζ) / 2) = ρ * (1 + ζ) by ring,
    show (2 : ℝ) * (ρ * (1 - ζ) / 2) = ρ * (1 - ζ) by ring,
    Real.mul_rpow hρ (show 0 ≤ 1 + ζ by linarith),
    Real.mul_rpow hρ (show 0 ≤ 1 - ζ by linarith)]
  ring

end

end FlavourSpinScaling
```

```lean
#print axioms FlavourSpinScaling.bounds_distinct
#print axioms FlavourSpinScaling.two_spin_polarisation
```

```
'FlavourSpinScaling.bounds_distinct' depends on axioms: [propext, Classical.choice, Quot.sound]
'FlavourSpinScaling.two_spin_polarisation' depends on axioms: [propext, Classical.choice, Quot.sound]
```
